# e_g splitting in a σ-only ligand field: trans MA₄B₂ has twice the cis value, fac MA₃B₃ has none

A: Put six ligands on the $\pm x$, $\pm y$ and $\pm z$ axes of a metal ion and let them act on the d shell through σ bonding alone, in a one-electron model where each ligand contributes independently. If $p$, $q$, $s$ are the total ligand strengths on the x, y and z axes, the pair $z^2$, $x^2-y^2$ (called e_g here, after its symmetry label when all six ligands are equal) has, measured from the d level without ligands, the energies

$$E_\pm=\tfrac12\left(p+q+s\pm\sqrt{p^2+q^2+s^2-pq-ps-qs}\right).$$

For ligands A and B of strengths $a$ and $b$, trans MA₄B₂ is split by $2|a-b|$, cis MA₄B₂ by $|a-b|$, mer MA₃B₃ by $\sqrt3\,|a-b|$, and fac MA₃B₃ not at all.

Q: Before I look at any code, I want to see the physics. What is a "strength", and why is a 2×2 matrix enough?

A: A ligand's strength is the energy by which it would shift the $z^2$ orbital if it sat alone on the z axis. It is positive for an ordinary σ donor, whose filled orbital lies below the d shell and pushes it up. A ligand in direction $r$ couples to the two orbitals in proportion to their angular amplitudes there, which form a vector $f(r)$. To second order in the coupling, it adds its strength times $ff^T$ to the energy matrix. The orbitals $xy$, $xz$ and $yz$ vanish along all three axes, so these ligands neither shift them nor mix them with our pair.

With $r=(r_0,r_1,r_2)$ for the x, y and z components, the amplitudes are

$$f(r)=\left(\tfrac12(2r_2^2-r_0^2-r_1^2),\ \tfrac{\sqrt3}{2}(r_0^2-r_1^2)\right).$$

This gives $(-\tfrac12,\tfrac{\sqrt3}2)$ on x, $(-\tfrac12,-\tfrac{\sqrt3}2)$ on y and $(1,0)$ on z, each of unit length. Only squares of components enter, so $f(-r)=f(r)$ and the strengths of opposite ligands add. The sum of the three axis terms is

$$M=\begin{pmatrix}\frac{p+q}4+s & \frac{\sqrt3}4(q-p)\\ \frac{\sqrt3}4(q-p) & \frac34(p+q)\end{pmatrix}.$$

Its trace is $p+q+s$. Its determinant is
$$\tfrac3{16}(p+q)^2+\tfrac34s(p+q)-\tfrac3{16}(q-p)^2=\tfrac34(pq+ps+qs).$$
The levels are therefore the roots of
$$\mu^2-(p+q+s)\mu+\tfrac34(pq+ps+qs)=0,$$
whose discriminant is
$$D=(p+q+s)^2-3(pq+ps+qs)=p^2+q^2+s^2-pq-ps-qs.$$
Since $D=\tfrac12[(p-q)^2+(p-s)^2+(q-s)^2]$, it is never negative, and it vanishes only for $p=q=s$. The quadratic formula gives $E_\pm$, and the gap is $\sqrt D$.

Q: And the isomers?

A: Insert the axis totals.

- Trans, with both B on z: $(2a,2a,2b)$, so $D=4(a-b)^2$.
- Cis, with B on $+x$ and $+y$: $(a+b,a+b,2a)$, so $D=(a-b)^2$.
- Fac, with each A opposite a B: $(a+b,a+b,a+b)$, so $D=0$.
- Mer: $(2a,a+b,2b)$, so $D=\tfrac12(1+4+1)(a-b)^2=3(a-b)^2$.

Q: I accept that. My suspicion is about the formal version: someone could type in three convenient vectors and prove a fact about matrices that has lost its ligands.

A: The formal version starts from the orbitals.

In Lean 4 with Mathlib:

```lean
import Mathlib

open Matrix

namespace LigandGeometry

noncomputable section

/-- Sigma amplitudes of the orbitals z² and x²−y² (in this order) towards a ligand in the
direction of the unit vector `r`, scaled so that z² has amplitude 1 along the z axis. -/
def egAmplitude (r : Fin 3 → ℝ) : Fin 2 → ℝ :=
  ![(2 * r 2 ^ 2 - r 0 ^ 2 - r 1 ^ 2) / 2, √3 / 2 * (r 0 ^ 2 - r 1 ^ 2)]
```

`egAmplitude` is the $f(r)$ above, with entry 0 for $z^2$ and entry 1 for $x^2-y^2$. It accepts any real vector, but it is only ever evaluated at unit vectors along the axes. The six ligands then enter separately.

```lean
/-- The e_g matrix of six ligands on the coordinate axes: `u j` is the sigma strength of the
ligand on the positive half of axis `j`, and `v j` that of the ligand on the negative half. -/
def ligandMatrix (u v : Fin 3 → ℝ) : Matrix (Fin 2) (Fin 2) ℝ :=
  ∑ j : Fin 3,
    (u j • vecMulVec (egAmplitude (Pi.single j 1)) (egAmplitude (Pi.single j 1)) +
      v j • vecMulVec (egAmplitude (-Pi.single j 1)) (egAmplitude (-Pi.single j 1)))
```

Here `u j` and `v j` are the strengths on the positive and negative halves of axis `j`, with 0, 1, 2 meaning x, y, z. `Pi.single j 1` is the unit vector along that axis, and `vecMulVec f f` is $ff^T$. The three vectors you distrust appear only in a second matrix, which has to be shown equal to the first.

```lean
/-- The e_g matrix written with total strengths `p`, `q`, `s` of the x, y and z axes. -/
def axisMatrix (p q s : ℝ) : Matrix (Fin 2) (Fin 2) ℝ :=
  p • vecMulVec ![-1 / 2, √3 / 2] ![-1 / 2, √3 / 2] +
    q • vecMulVec ![-1 / 2, -√3 / 2] ![-1 / 2, -√3 / 2] +
    s • vecMulVec ![1, 0] ![1, 0]
```

Q: What counts as a "level"? If it only means "some root", then an unsplit pair and a single overlooked root would look the same.

A: That is why the definition takes both roots together.

```lean
/-- `lo ≤ hi` are the two levels of `M`: the roots of its secular determinant, counted with
multiplicity. -/
def IsLevelPair (M : Matrix (Fin 2) (Fin 2) ℝ) (lo hi : ℝ) : Prop :=
  lo ≤ hi ∧ ∀ μ : ℝ, (μ • (1 : Matrix (Fin 2) (Fin 2) ℝ) - M).det = (μ - lo) * (μ - hi)
```

`IsLevelPair M lo hi` says that `lo ≤ hi` and that $\det(\mu 1-M)=(\mu-\mathrm{lo})(\mu-\mathrm{hi})$ for every real $\mu$. A double root must therefore appear twice, and `lo = hi` really means degeneracy.

Q: Those are roots of a polynomial. I measure energies of states.

A: The next theorem makes that connection: a number is one of the two levels exactly when some nonzero vector satisfies $Mv=\mu v$.

```lean
/-- The levels of a matrix are exactly the numbers that have a nonzero eigenvector. -/
theorem eigenvector_iff_level {M : Matrix (Fin 2) (Fin 2) ℝ} {lo hi : ℝ}
    (h : IsLevelPair M lo hi) (μ : ℝ) :
    (∃ v : Fin 2 → ℝ, v ≠ 0 ∧ M *ᵥ v = μ • v) ↔ μ = lo ∨ μ = hi := by
  have key : (μ = lo ∨ μ = hi) ↔ (μ • (1 : Matrix (Fin 2) (Fin 2) ℝ) - M).det = 0 := by
    rw [h.2 μ, mul_eq_zero, sub_eq_zero, sub_eq_zero]
  rw [key, ← Matrix.exists_mulVec_eq_zero_iff]
  have hv (v : Fin 2 → ℝ) :
      (μ • (1 : Matrix (Fin 2) (Fin 2) ℝ) - M) *ᵥ v = μ • v - M *ᵥ v := by
    rw [Matrix.sub_mulVec, Matrix.smul_mulVec, Matrix.one_mulVec]
  constructor
  · rintro ⟨v, h0, e⟩
    exact ⟨v, h0, by rw [hv, e, sub_self]⟩
  · rintro ⟨v, h0, e⟩
    rw [hv] at e
    exact ⟨v, h0, (sub_eq_zero.1 e).symm⟩
```

The proof is the usual argument. By the factorised determinant, $\mu$ is a level exactly when $\det(\mu1-M)=0$. That happens exactly when $\mu1-M$ sends some nonzero vector to zero, and `hv` rewrites this condition as $\mu v=Mv$.

Q: Then show me that opposite ligands add.

A: This theorem does it, for six arbitrary real strengths.

```lean
/-- Ligands on opposite sides of the metal add up: the e_g matrix depends only on the total
strength of each axis. -/
theorem ligandMatrix_eq (u v : Fin 3 → ℝ) :
    ligandMatrix u v = axisMatrix (u 0 + v 0) (u 1 + v 1) (u 2 + v 2) := by
  -- d orbitals are even under inversion
  have hneg (r : Fin 3 → ℝ) : egAmplitude (-r) = egAmplitude r := by
    simp [egAmplitude]
  -- amplitudes along the three axes
  have h0 : egAmplitude (Pi.single 0 1) = ![-1 / 2, √3 / 2] := by
    ext i
    fin_cases i <;> simp [egAmplitude]
  have h1 : egAmplitude (Pi.single 1 1) = ![-1 / 2, -√3 / 2] := by
    ext i
    fin_cases i <;> simp [egAmplitude]
    ring
  have h2 : egAmplitude (Pi.single 2 1) = ![1, 0] := by
    ext i
    fin_cases i <;> simp [egAmplitude]
  simp only [ligandMatrix, Fin.sum_univ_three, hneg, h0, h1, h2, axisMatrix]
  module
```

`hneg` is the evenness of d orbitals under inversion. `h0`, `h1` and `h2` evaluate the amplitudes on the three axes, entry by entry. Once these are substituted, `module` collects the terms $u_jff^T+v_jff^T$ into $(u_j+v_j)ff^T$.

Q: So everything now rests on the axis matrix. Does the algebra follow yours?

A: Yes, in the same order: first the explicit matrix, then its secular determinant.

```lean
/-- The e_g matrix in explicit form: unequal x and y axes mix z² with x²−y². -/
theorem axisMatrix_eq (p q s : ℝ) :
    axisMatrix p q s = !![(p + q) / 4 + s, √3 / 4 * (q - p);
      √3 / 4 * (q - p), 3 / 4 * (p + q)] := by
  have h : √3 * √3 = (3 : ℝ) := Real.mul_self_sqrt (by norm_num)
  ext i j
  fin_cases i <;> fin_cases j <;> simp [axisMatrix] <;>
    first
    | ring1
    | linear_combination ((p + q) / 4) * h

/-- The secular determinant of the e_g pair as a quadratic in the energy `μ`. -/
theorem secular_det (p q s μ : ℝ) :
    (μ • (1 : Matrix (Fin 2) (Fin 2) ℝ) - axisMatrix p q s).det =
      μ ^ 2 - (p + q + s) * μ + 3 / 4 * (p * q + p * s + q * s) := by
  have h : √3 * √3 = (3 : ℝ) := Real.mul_self_sqrt (by norm_num)
  rw [axisMatrix_eq, Matrix.det_fin_two]
  simp
  linear_combination (-(q - p) ^ 2 / 16) * h
```

In both proofs the only input beyond polynomial algebra is $\sqrt3\cdot\sqrt3=3$, named `h`. The `linear_combination` steps say how much of that identity to add. In the determinant the coefficient is $-(q-p)^2/16$, which comes from the square of the off-diagonal element.

The level formula follows.

```lean
/-- The two e_g levels for arbitrary real axis strengths `p`, `q`, `s`. -/
theorem eg_levels (p q s : ℝ) :
    IsLevelPair (axisMatrix p q s)
      ((p + q + s - √(p ^ 2 + q ^ 2 + s ^ 2 - p * q - p * s - q * s)) / 2)
      ((p + q + s + √(p ^ 2 + q ^ 2 + s ^ 2 - p * q - p * s - q * s)) / 2) := by
  -- the radicand is half the sum of the squared differences
  have hD : 0 ≤ p ^ 2 + q ^ 2 + s ^ 2 - p * q - p * s - q * s := by
    nlinarith [sq_nonneg (p - q), sq_nonneg (p - s), sq_nonneg (q - s)]
  have hr := Real.sq_sqrt hD
  refine ⟨by linarith [Real.sqrt_nonneg (p ^ 2 + q ^ 2 + s ^ 2 - p * q - p * s - q * s)], ?_⟩
  intro μ
  rw [secular_det]
  linear_combination (1 / 4) * hr
```

`hD` shows that the radicand is nonnegative, using the three squared differences. Without this the square root could not be squared back to $D$. The ordering of the levels holds because a square root is nonnegative. The last line checks the factorisation: the product of the proposed roots is $\tfrac14[(p+q+s)^2-D]$, which is the constant term of the quadratic.

Q: This exhibits one pair of levels. Could a later theorem be talking about another pair?

A: It could not. The definition fixes the polynomial $(\mu-\mathrm{lo})(\mu-\mathrm{hi})$ for every $\mu$, and with `lo ≤ hi` that leaves only one possible pair. The next theorem takes any pair that satisfies the definition and derives its gap.

```lean
/-- The e_g splitting as a function of the three axis strengths. -/
theorem eg_splitting {p q s lo hi : ℝ} (h : IsLevelPair (axisMatrix p q s) lo hi) :
    hi - lo = √(p ^ 2 + q ^ 2 + s ^ 2 - p * q - p * s - q * s) := by
  have h0 := h.2 0
  have h1 := h.2 1
  rw [secular_det] at h0 h1
  -- sum of the levels, then their squared difference
  have hsum : lo + hi = p + q + s := by linear_combination h1 - h0
  have hsq : (hi - lo) ^ 2 = p ^ 2 + q ^ 2 + s ^ 2 - p * q - p * s - q * s := by
    linear_combination (lo + hi + (p + q + s)) * hsum + 4 * h0
  rw [← hsq, Real.sqrt_sq (sub_nonneg.2 h.1)]
```

The proof evaluates the determinant identity at $\mu=0$ and $\mu=1$. The first gives the product of the levels, and the difference of the two gives their sum, `hsum`. Then $(\mathrm{hi}-\mathrm{lo})^2=(\mathrm{lo}+\mathrm{hi})^2-4\,\mathrm{lo}\,\mathrm{hi}$ equals $D$, and `lo ≤ hi` selects the nonnegative root.

Q: Could the pair be degenerate by accident, with unequal axes that happen to cancel?

A: Not in this model.

```lean
/-- The e_g pair is unsplit exactly when the three axes have equal total strength. -/
theorem unsplit_iff {p q s lo hi : ℝ} (h : IsLevelPair (axisMatrix p q s) lo hi) :
    lo = hi ↔ p = q ∧ q = s := by
  have g := eg_splitting h
  constructor
  · intro e
    have hD : 0 ≤ p ^ 2 + q ^ 2 + s ^ 2 - p * q - p * s - q * s := by
      nlinarith [sq_nonneg (p - q), sq_nonneg (p - s), sq_nonneg (q - s)]
    rw [e, sub_self] at g
    have z := (Real.sqrt_eq_zero hD).1 g.symm
    constructor
    · nlinarith [sq_nonneg (p - q), sq_nonneg (p + q - 2 * s)]
    · nlinarith [sq_nonneg (q - s), sq_nonneg (q + s - 2 * p)]
  · rintro ⟨rfl, rfl⟩
    have z : p ^ 2 + p ^ 2 + p ^ 2 - p * p - p * p - p * p = 0 := by ring
    rw [z, Real.sqrt_zero] at g
    linarith
```

If the levels coincide, the gap formula forces $D=0$. The proof then uses hints that correspond to
$$D=\tfrac34(p-q)^2+\tfrac14(p+q-2s)^2,$$
which gives $p=q$, and the same identity with the axes permuted gives $q=s$. In the other direction, equal axes make the radicand zero. Note that the condition concerns axis totals, so six different ligands can still leave the pair unsplit.

Q: Now the isomers. Where exactly are the ligands?

A: You can read the positions from the two lists, the first for the positive half-axes and the second for the negative ones.

```lean
/-- For ligands A and B of sigma strengths `a` and `b`, cis MA4B2 has the e_g splitting
|a − b|, and trans MA4B2 has twice the cis splitting. -/
theorem trans_twice_cis {a b lo hi lo' hi' : ℝ}
    (htrans : IsLevelPair (ligandMatrix ![a, a, b] ![a, a, b]) lo hi)
    (hcis : IsLevelPair (ligandMatrix ![b, b, a] ![a, a, a]) lo' hi') :
    hi' - lo' = |a - b| ∧ hi - lo = 2 * (hi' - lo') := by
  have et : ligandMatrix ![a, a, b] ![a, a, b] = axisMatrix (a + a) (a + a) (b + b) :=
    ligandMatrix_eq _ _
  have ec : ligandMatrix ![b, b, a] ![a, a, a] = axisMatrix (b + a) (b + a) (a + a) :=
    ligandMatrix_eq _ _
  rw [et] at htrans
  rw [ec] at hcis
  have gc : hi' - lo' = |a - b| := by
    rw [eg_splitting hcis, ← Real.sqrt_sq_eq_abs]
    congr 1
    ring
  have gt : hi - lo = |2 * (a - b)| := by
    rw [eg_splitting htrans, ← Real.sqrt_sq_eq_abs]
    congr 1
    ring
  exact ⟨gc, by rw [gt, gc, abs_mul, abs_two]⟩
```

In the trans complex, `![a, a, b] ![a, a, b]` puts B on $+z$ and $-z$. In the cis complex, `![b, b, a] ![a, a, a]` puts B on $+x$ and $+y$, at right angles. The unprimed levels belong to trans and the primed ones to cis. The proof converts each placement to axis totals with `ligandMatrix_eq`, applies `eg_splitting`, and recognises the radicands as $(2(a-b))^2$ and $(a-b)^2$. The square root of a square is an absolute value, which is why $|a-b|$ appears.

Q: You chose one orientation of each complex. Would another cis pair change the answer?

A: No. Any cis arrangement has two axes of total $a+b$ and one of total $2a$, and the gap formula is symmetric in $p$, $q$, $s$. The same reasoning covers the other isomers.

```lean
/-- For ligands of sigma strengths `a` and `b`, fac MA3B3 has an unsplit e_g pair, while
mer MA3B3 has the splitting √3 |a − b|. -/
theorem fac_unsplit_mer_split {a b lo hi lo' hi' : ℝ}
    (hfac : IsLevelPair (ligandMatrix ![a, a, a] ![b, b, b]) lo hi)
    (hmer : IsLevelPair (ligandMatrix ![a, a, b] ![a, b, b]) lo' hi') :
    lo = hi ∧ hi' - lo' = √3 * |a - b| := by
  have ef : ligandMatrix ![a, a, a] ![b, b, b] = axisMatrix (a + b) (a + b) (a + b) :=
    ligandMatrix_eq _ _
  have em : ligandMatrix ![a, a, b] ![a, b, b] = axisMatrix (a + a) (a + b) (b + b) :=
    ligandMatrix_eq _ _
  rw [ef] at hfac
  rw [em] at hmer
  refine ⟨(unsplit_iff hfac).2 ⟨rfl, rfl⟩, ?_⟩
  rw [eg_splitting hmer, ← Real.sqrt_sq_eq_abs, ← Real.sqrt_mul (by norm_num)]
  congr 1
  ring

end

end LigandGeometry
```

The fac placement has A on the three positive half-axes, which form one face of the octahedron, and B on the opposite face. The mer placement has A on $+x$, $-x$ and $+y$, all in one plane through the metal. The fac half follows from `unsplit_iff`. The mer half follows from `eg_splitting`, after $\sqrt3\,|a-b|$ has been written as the square root of $3(a-b)^2$.

```lean
#print axioms LigandGeometry.eigenvector_iff_level
-- 'LigandGeometry.eigenvector_iff_level' depends on axioms: [propext, Classical.choice, Quot.sound]
#print axioms LigandGeometry.eg_levels
-- 'LigandGeometry.eg_levels' depends on axioms: [propext, Classical.choice, Quot.sound]
#print axioms LigandGeometry.trans_twice_cis
-- 'LigandGeometry.trans_twice_cis' depends on axioms: [propext, Classical.choice, Quot.sound]
#print axioms LigandGeometry.fac_unsplit_mer_split
-- 'LigandGeometry.fac_unsplit_mer_split' depends on axioms: [propext, Classical.choice, Quot.sound]
```

Q: So what may I use this for, and where must I stop?

A: In electronic-structure terms, it tells you how ligand arrangement alone changes the splitting of the upper d pair in a one-electron, σ-only model with ligands exactly on the axes. Within those same restrictions it gives reference values for a program that assembles ligand-field matrices.

The additive form of the matrix is assumed, as is the transfer of each ligand's strength unchanged from one isomer to another. π bonding, mixing with the metal s orbital, bent or distorted geometries, spin–orbit coupling and electron repulsion are all absent. The gaps are therefore orbital energy differences, and an observed band can differ from them. The isomer theorems also give only the size of each gap. They do not say which orbital lies higher.

Q: And if A and B happen to have the same strength?

A: Then all four gaps are zero, and "twice the cis splitting" reads $0=2\cdot0$. The strengths may be any real numbers, including zero or negative ones, so the theorems hold there too.
